# An upper bound on the equilibrium bulk modulus from the scaling of a Coulomb ground state

Compress a crystal slightly and its electrons rearrange, so its stiffness seems to require ground states at several volumes. How much does the ground state at a single volume $V_0$ already determine?

Treat the crystal nonrelativistically, with all its electrons and with the nuclei clamped. Let that state have kinetic energy $T$ and Coulomb energy $U$, nuclear repulsion included. Stretching all electronic and nuclear coordinates by a factor $s$ gives a trial state for the crystal at volume $V_0s^3$. Its energy bounds the true one from above, and at zero pressure this limits the bulk modulus to at most $2T/(9V_0)$.

```lean
import Mathlib

open Filter Topology

namespace ScalingBulkModulus

noncomputable section
```

## Energy, pressure and stiffness

Let $e(V)$ be the ground-state energy at volume $V$, a real function `e` in Lean. The nuclear arrangement is either scaled uniformly with the volume or relaxed to the lowest energy at every volume. The pressure is $P=-e'(V_0)$.

```lean
/-- The pressure of an energy-volume curve, `P = -dE/dV`. -/
def pressure (e : ℝ → ℝ) (V : ℝ) : ℝ := -deriv e V
```

The bulk modulus is $B=V_0e''(V_0)$.

```lean
/-- The bulk modulus of an energy-volume curve, `B = V d²E/dV²`. -/
def bulkModulus (e : ℝ → ℝ) (V : ℝ) : ℝ := V * deriv (deriv e) V
```

Both derivatives must exist: $e$ is differentiable near $V_0$, and $e'$ is differentiable at $V_0$. Continuity of $e''$ is not required. In Lean, `∀ᶠ V in 𝓝 V0` means "for all $V$ sufficiently near $V_0$".

```lean
/-- The energy curve is differentiable near `V0` and its slope is differentiable at `V0`. -/
def TwiceDiffAt (e : ℝ → ℝ) (V0 : ℝ) : Prop :=
  (∀ᶠ V in 𝓝 V0, DifferentiableAt ℝ e V) ∧ DifferentiableAt ℝ (deriv e) V0
```

## The stretched state as a trial state

Kinetic energy contains two spatial derivatives and Coulomb energy one inverse distance, so the stretched state has energy $T/s^2+U/s$.

```lean
/-- Energy of a state stretched by the factor `s` together with the crystal: the kinetic part `T`
scales as `1/s²`, the Coulomb part `U` as `1/s`. -/
def trialEnergy (T U s : ℝ) : ℝ := T / s ^ 2 + U / s
```

The variational principle then gives

$$e(V_0s^3)\le \frac{T}{s^2}+\frac{U}{s}\quad\text{near } s=1,\qquad e(V_0)=T+U.$$

This is assumed as `ScalingBound`, not derived from a Hamiltonian; `T` and `U` are real numbers, with no sign imposed. The assumption stands for a nonrelativistic crystal with pure Coulomb forces.

```lean
/-- The stretched state bounds the energy from above for `s` near 1, and gives it exactly
at the volume `V0`. -/
def ScalingBound (e : ℝ → ℝ) (V0 T U : ℝ) : Prop :=
  (∀ᶠ s in 𝓝 (1 : ℝ), e (V0 * s ^ 3) ≤ trialEnergy T U s) ∧ e V0 = T + U
```

The excess of the trial energy over the true energy is

$$G(s)=\frac{T}{s^2}+\frac{U}{s}-e(V_0s^3).$$

```lean
/-- The excess of the trial energy over the true energy at stretch `s`. -/
def gap (e : ℝ → ℝ) (V0 T U s : ℝ) : ℝ := trialEnergy T U s - e (V0 * s ^ 3)
```

Differentiating it gives

$$G'(s)=-\frac{2T}{s^3}-\frac{U}{s^2}-3V_0s^2\,e'(V_0s^3).$$

The definition below only names this expression; that it is the derivative is proved later.

```lean
/-- The expression for the slope of the gap with respect to the stretch `s`. -/
def gapSlope (e : ℝ → ℝ) (V0 T U s : ℝ) : ℝ :=
  -2 * T / s ^ 3 + -U / s ^ 2 - deriv e (V0 * s ^ 3) * (3 * V0 * s ^ 2)
```

## Slope and curvature at the point of contact

At a local minimum the slope is zero and the curvature $k$ is nonnegative. If $k$ were negative, the second-derivative test would make the point a local maximum as well. The function would then be constant nearby, forcing $k=0$, a contradiction.

```lean
/-- At a local minimum the slope vanishes and the curvature is not negative. -/
theorem slope_curvature_of_min {f f' : ℝ → ℝ} {a k : ℝ}
    (hf : ∀ᶠ x in 𝓝 a, HasDerivAt f (f' x) x) (hf' : HasDerivAt f' k a)
    (hmin : IsLocalMin f a) : f' a = 0 ∧ 0 ≤ k := by
  have h0 : f' a = 0 := hmin.hasDerivAt_eq_zero hf.self_of_nhds
  have hd : deriv f =ᶠ[𝓝 a] f' := hf.mono fun x hx => hx.deriv
  have hdd : deriv (deriv f) a = k := by rw [hd.deriv_eq]; exact hf'.deriv
  refine ⟨h0, ?_⟩
  by_contra hk
  have hneg : deriv (deriv f) a < 0 := by rw [hdd]; exact not_le.mp hk
  -- negative curvature would make the point a maximum too, so f would be constant nearby
  have hmax : IsLocalMax f a := isLocalMax_of_deriv_deriv_neg hneg
    (hd.eq_of_nhds.trans h0) hf.self_of_nhds.continuousAt
  have hc : f =ᶠ[𝓝 a] fun _ => f a :=
    (Filter.Eventually.and hmin hmax).mono fun x hx => le_antisymm hx.2 hx.1
  have hz : deriv (deriv f) a = 0 := by rw [hc.deriv.deriv_eq]; simp
  linarith
```

The trial energy needs only the rule

$$\frac{d}{dx}\frac{c}{x^{k+1}}=-\frac{(k+1)c}{x^{k+2}},\qquad x\ne0,$$

where $k$ is now a natural number.

```lean
/-- The derivative of an inverse power of the stretch. -/
theorem hasDerivAt_inv_power (c : ℝ) (k : ℕ) {x : ℝ} (hx : x ≠ 0) :
    HasDerivAt (fun y : ℝ => c / y ^ (k + 1)) (-(((k : ℝ) + 1) * c) / x ^ (k + 2)) x := by
  have h := (hasDerivAt_const x c).fun_div (hasDerivAt_pow (k + 1) x) (pow_ne_zero _ hx)
  refine h.congr_deriv ?_
  simp only [Nat.add_sub_cancel, Nat.cast_add, Nat.cast_one]
  rw [div_eq_div_iff (pow_ne_zero _ (pow_ne_zero _ hx)) (pow_ne_zero _ hx)]
  ring
```

For a function $F$ of the volume, the chain rule gives

$$\frac{d}{ds}F(V_0s^3)=3V_0s^2F'(V_0s^3).$$

```lean
/-- Chain rule for a function of the volume `V0 s³`. -/
theorem hasDerivAt_volume {F : ℝ → ℝ} {F' : ℝ} (V0 s : ℝ) (hF : HasDerivAt F F' (V0 * s ^ 3)) :
    HasDerivAt (fun x => F (V0 * x ^ 3)) (F' * (3 * V0 * s ^ 2)) s := by
  have hv : HasDerivAt (fun x : ℝ => V0 * x ^ 3) (3 * V0 * s ^ 2) s :=
    ((hasDerivAt_pow 3 s).const_mul V0).congr_deriv (by norm_num; ring)
  exact hF.comp s hv
```

Since $G\ge0$ near $s=1$ and $G(1)=0$, the gap has a local minimum there. Differentiating $G'$ once more, we have

$$\begin{aligned}
G'(1)&=-2T-U-3V_0e'(V_0)=0,\\
G''(1)&=6T+2U-9V_0^2e''(V_0)-6V_0e'(V_0)\ge0.
\end{aligned}$$

The three bullets of the proof supply the first derivative near $s=1$, the second derivative at $s=1$, and the minimum.

```lean
/-- If the stretched state bounds the energy, the gap has zero slope and nonnegative curvature at
`s = 1`, written here through the volume derivatives of the energy. -/
theorem gap_conditions {e : ℝ → ℝ} {V0 T U : ℝ} (he : TwiceDiffAt e V0)
    (h : ScalingBound e V0 T U) :
    gapSlope e V0 T U 1 = 0 ∧
      0 ≤ 6 * T + 2 * U - 9 * V0 ^ 2 * deriv (deriv e) V0 - 6 * V0 * deriv e V0 := by
  have hcont : Tendsto (fun s : ℝ => V0 * s ^ 3) (𝓝 1) (𝓝 V0) := by
    have hc : Continuous fun s : ℝ => V0 * s ^ 3 := by fun_prop
    simpa using hc.tendsto 1
  apply slope_curvature_of_min (f := gap e V0 T U)
  · -- first derivative of the gap
    filter_upwards [hcont.eventually he.1, eventually_ne_nhds (one_ne_zero (α := ℝ))] with s hs h0
    have h1 : HasDerivAt (fun x : ℝ => T / x ^ 2) (-2 * T / s ^ 3) s :=
      (hasDerivAt_inv_power T 1 h0).congr_deriv (by push_cast; ring)
    have h2 : HasDerivAt (fun x : ℝ => U / x) (-U / s ^ 2) s := by
      simpa using hasDerivAt_inv_power U 0 h0
    exact (h1.fun_add h2).fun_sub (hasDerivAt_volume V0 s hs.hasDerivAt)
  · -- second derivative at s = 1
    have h2 : HasDerivAt (deriv e) (deriv (deriv e) V0) (V0 * 1 ^ 3) := by
      rw [one_pow, mul_one]; exact he.2.hasDerivAt
    have h3 : HasDerivAt (fun x : ℝ => 3 * V0 * x ^ 2) (6 * V0) 1 :=
      ((hasDerivAt_pow 2 (1 : ℝ)).const_mul (3 * V0)).congr_deriv (by norm_num; ring)
    have h4 := ((hasDerivAt_inv_power (-2 * T) 2 (one_ne_zero (α := ℝ))).fun_add
      (hasDerivAt_inv_power (-U) 1 (one_ne_zero (α := ℝ)))).fun_sub
      ((hasDerivAt_volume V0 1 h2).fun_mul h3)
    refine h4.congr_deriv ?_
    simp only [one_pow, mul_one, div_one]
    push_cast
    ring
  · -- the gap is nonnegative and vanishes at s = 1
    have h1 : gap e V0 T U 1 = 0 := by simp [gap, trialEnergy, h.2]
    refine h.1.mono fun s hs => ?_
    rw [h1]
    exact sub_nonneg.mpr hs
```

## The bound with and without pressure

Adding $2G'(1)=0$ to the curvature condition eliminates $U$:

$$9V_0^2e''(V_0)\le 2T+12V_0P.$$

Division by $9V_0>0$ gives

$$B\le\frac{2T}{9V_0}+\frac{4P}{3}.$$

In the code, `nlinarith` combines the two conditions after the denominator is cleared.

```lean
/-- At any pressure `P` the bulk modulus is at most `2T/(9 V0) + 4P/3`. -/
theorem bulkModulus_le_of_pressure {e : ℝ → ℝ} {V0 T U : ℝ} (hV : 0 < V0)
    (he : TwiceDiffAt e V0) (h : ScalingBound e V0 T U) :
    bulkModulus e V0 ≤ 2 * T / (9 * V0) + 4 * pressure e V0 / 3 := by
  obtain ⟨h0, hk⟩ := gap_conditions he h
  simp only [gapSlope, one_pow, mul_one, div_one] at h0
  have hsum : 2 * T / (9 * V0) + 4 * pressure e V0 / 3
      = (2 * T + 12 * V0 * pressure e V0) / (9 * V0) := by
    field_simp
    ring
  rw [hsum, le_div_iff₀ (by positivity)]
  unfold bulkModulus pressure
  nlinarith [h0, hk]
```

At $P=0$ the slope condition becomes the virial relation $U=-2T$, and the pressure term drops out of the bound.

```lean
/-- At zero pressure the Coulomb energy is `U = -2T`, and the bulk modulus is at most
`2T/(9 V0)`. -/
theorem equilibrium_virial_and_bulkModulus_le {e : ℝ → ℝ} {V0 T U : ℝ} (hV : 0 < V0)
    (he : TwiceDiffAt e V0) (h : ScalingBound e V0 T U) (hP : pressure e V0 = 0) :
    U = -2 * T ∧ bulkModulus e V0 ≤ 2 * T / (9 * V0) := by
  constructor
  · have h0 := (gap_conditions he h).1
    have hd : deriv e V0 = 0 := neg_eq_zero.mp hP
    simp only [gapSlope, one_pow, mul_one, div_one, hd] at h0
    linarith
  · have hB := bulkModulus_le_of_pressure hV he h
    rw [hP] at hB
    linarith
```

The total energy is then $e(V_0)=T+U=-T$, so

$$B\le\frac29\,\frac{-e(V_0)}{V_0}.$$

For a nonrelativistic all-electron crystal with clamped nuclei, the total energy thus sets an upper limit on the curvature of the energy-volume curve at equilibrium. The limit can be far above the actual value, since core electrons contribute heavily to the total energy but little to the stiffness. Pseudopotentials or a fixed finite basis need not satisfy the scaling assumption.

```lean
/-- At zero pressure the bulk modulus is at most `2/9` of `-E/V0`, with `E` the total energy. -/
theorem bulkModulus_le_energy_density {e : ℝ → ℝ} {V0 T U : ℝ} (hV : 0 < V0)
    (he : TwiceDiffAt e V0) (h : ScalingBound e V0 T U) (hP : pressure e V0 = 0) :
    bulkModulus e V0 ≤ 2 / 9 * (-e V0 / V0) := by
  obtain ⟨hU, hB⟩ := equilibrium_virial_and_bulkModulus_le hV he h hP
  have hE : -e V0 = T := by rw [h.2, hU]; ring
  rw [hE]
  calc bulkModulus e V0 ≤ 2 * T / (9 * V0) := hB
    _ = 2 / 9 * (T / V0) := by field_simp
```

## An energy curve that attains the bound

With $U=-2T$ and $s=(V/V_0)^{1/3}$, write the trial energy as a function of volume and subtract a quadratic term with $c\ge0$:

$$e(V)=T\left(\frac V{V_0}\right)^{-2/3}-2T\left(\frac V{V_0}\right)^{-1/3}-\frac c2(V-V_0)^2.$$

```lean
/-- A model crystal: the scaled trial energy with `U = -2T`, as a function of volume, lowered by
a relaxation term `c (V - V0)²/2`. -/
def modelEnergy (T V0 c V : ℝ) : ℝ :=
  T * (V / V0) ^ (-2 / 3 : ℝ) - 2 * T * (V / V0) ^ (-1 / 3 : ℝ) - c / 2 * (V - V0) ^ 2
```

The gap is now $\frac c2(V_0s^3-V_0)^2\ge0$, so the scaling bound holds. At $V_0$,

$$e'(V_0)=\frac{-\frac23T+\frac23T}{V_0}=0,\qquad
e''(V_0)=\frac{\frac{10}{9}T-\frac89T}{V_0^2}-c=\frac{2T}{9V_0^2}-c.$$

Hence $B=2T/(9V_0)-cV_0$: the bound is attained at $c=0$, and varying $c$ reaches every smaller value. The constant in the bound therefore cannot be improved from these hypotheses alone, though the curve is not claimed to belong to an actual crystal.

In the proof, `D` is the explicit first derivative, `hD2` differentiates it at $V_0$, and the identities `a` and `b` turn the fractional powers of $s^3$ into $1/s^2$ and $1/s$.

```lean
/-- For `c ≥ 0` the model crystal meets the scaling bound at zero pressure, and its bulk modulus
is `2T/(9 V0) - c V0`; for `c = 0` this is the upper bound itself. -/
theorem modelEnergy_witness (T : ℝ) {V0 c : ℝ} (hV : 0 < V0) (hc : 0 ≤ c) :
    TwiceDiffAt (modelEnergy T V0 c) V0 ∧ ScalingBound (modelEnergy T V0 c) V0 T (-2 * T) ∧
      pressure (modelEnergy T V0 c) V0 = 0 ∧
      bulkModulus (modelEnergy T V0 c) V0 = 2 * T / (9 * V0) - c * V0 := by
  have rp : ∀ p V : ℝ, 0 < V →
      HasDerivAt (fun x : ℝ => (x / V0) ^ p) (p * (V / V0) ^ (p - 1) / V0) V := by
    intro p V h
    have h1 := ((hasDerivAt_id' V).div_const V0).rpow_const (p := p) (Or.inl (div_pos h hV).ne')
    exact h1.congr_deriv (by ring)
  let D : ℝ → ℝ := fun V => T * (-2 / 3 * (V / V0) ^ ((-2 / 3 : ℝ) - 1) / V0)
    - 2 * T * (-1 / 3 * (V / V0) ^ ((-1 / 3 : ℝ) - 1) / V0) - c * (V - V0)
  have hD : ∀ V : ℝ, 0 < V → HasDerivAt (modelEnergy T V0 c) (D V) V := by
    intro V h
    have hq : HasDerivAt (fun x : ℝ => (x - V0) ^ 2) (2 * (V - V0)) V :=
      (((hasDerivAt_id' V).sub_const V0).fun_pow 2).congr_deriv (by norm_num)
    have h1 := (((rp (-2 / 3) V h).const_mul T).fun_sub
      ((rp (-1 / 3) V h).const_mul (2 * T))).fun_sub (hq.const_mul (c / 2))
    exact h1.congr_deriv (by simp only [D]; ring)
  have hD2 : HasDerivAt D (2 * T / (9 * V0 ^ 2) - c) V0 := by
    have h1 := (((((rp (-2 / 3 - 1) V0 hV).const_mul (-2 / 3)).div_const V0).const_mul T).fun_sub
      ((((rp (-1 / 3 - 1) V0 hV).const_mul (-1 / 3)).div_const V0).const_mul (2 * T))).fun_sub
      (((hasDerivAt_id' V0).sub_const V0).const_mul c)
    refine h1.congr_deriv ?_
    simp only [div_self hV.ne', Real.one_rpow]
    field_simp
    ring
  have hev : deriv (modelEnergy T V0 c) =ᶠ[𝓝 V0] D :=
    (eventually_gt_nhds hV).mono fun V h => (hD V h).deriv
  refine ⟨⟨(eventually_gt_nhds hV).mono fun V h => (hD V h).differentiableAt,
    (hD2.congr_of_eventuallyEq hev).differentiableAt⟩, ⟨?_, ?_⟩, ?_, ?_⟩
  · -- in terms of s the first two terms are exactly the trial energy
    filter_upwards [eventually_gt_nhds (zero_lt_one (α := ℝ))] with s hs
    have a : (s ^ 3) ^ (-2 / 3 : ℝ) = 1 / s ^ 2 := by
      rw [← Real.rpow_natCast s 3, ← Real.rpow_mul hs.le,
        show ((3 : ℕ) : ℝ) * (-2 / 3) = -((2 : ℕ) : ℝ) by norm_num,
        Real.rpow_neg hs.le, Real.rpow_natCast, one_div]
    have b : (s ^ 3) ^ (-1 / 3 : ℝ) = 1 / s := by
      rw [← Real.rpow_natCast s 3, ← Real.rpow_mul hs.le,
        show ((3 : ℕ) : ℝ) * (-1 / 3) = -((1 : ℕ) : ℝ) by norm_num,
        Real.rpow_neg hs.le, Real.rpow_natCast, pow_one, one_div]
    have hq : 0 ≤ c / 2 * (V0 * s ^ 3 - V0) ^ 2 := by positivity
    have hE : trialEnergy T (-2 * T) s = T * (1 / s ^ 2) - 2 * T * (1 / s) := by
      unfold trialEnergy; ring
    rw [hE]
    unfold modelEnergy
    rw [mul_div_cancel_left₀ _ hV.ne', a, b]
    linarith
  · simp only [modelEnergy, div_self hV.ne', Real.one_rpow]
    ring
  · unfold pressure
    rw [(hD V0 hV).deriv]
    simp only [D, div_self hV.ne', Real.one_rpow]
    ring
  · unfold bulkModulus
    rw [hev.deriv_eq, hD2.deriv]
    field_simp

end

end ScalingBulkModulus
```

```lean
#print axioms ScalingBulkModulus.equilibrium_virial_and_bulkModulus_le
-- 'ScalingBulkModulus.equilibrium_virial_and_bulkModulus_le' depends on axioms: [propext, Classical.choice, Quot.sound]
#print axioms ScalingBulkModulus.bulkModulus_le_energy_density
-- 'ScalingBulkModulus.bulkModulus_le_energy_density' depends on axioms: [propext, Classical.choice, Quot.sound]
```
